# For two arctangent edges of equal width, half-height interpolation underestimates a higher-energy minority species

To read an oxidation-state fraction from a computed XANES spectrum of a mixed-valence material, one can find the energy at which the normalised edge reaches half height and interpolate linearly between the edge energies of the two pure species. If each species contributes one arctangent step, and both steps have the same width and the same height per absorbing atom, this procedure returns too small a fraction for a minority species whose edge lies at the higher energy.

```lean
import Mathlib

open Real

namespace MixedValenceEdge

noncomputable section

/-- Normalised arctangent absorption step of one species, with edge energy `e` and half-width
`g > 0`, at photon energy `x`. -/
def speciesEdge (g e x : ℝ) : ℝ := 1 / 2 + arctan ((x - e) / g) / π

/-- Edge of a mixture: a fraction `f` has its edge at energy `0`, the remaining fraction `1 - f` has
its edge at energy `d`, and both have the half-width `g > 0`. -/
def mixedEdge (f g d x : ℝ) : ℝ :=
  f * speciesEdge g 0 x + (1 - f) * speciesEdge g d x

/-- The weighted sum of the two arctangents of the mixture, for half-width `g > 0`. -/
def centredEdge (f g d x : ℝ) : ℝ :=
  f * arctan (x / g) + (1 - f) * arctan ((x - d) / g)

/-- The mixed edge is at half height exactly where the weighted sum of arctangents vanishes. -/
theorem mixedEdge_eq_half_iff (f g d x : ℝ) :
    mixedEdge f g d x = 1 / 2 ↔ centredEdge f g d x = 0 := by
  have h : mixedEdge f g d x = 1 / 2 + centredEdge f g d x / π := by
    simp only [mixedEdge, speciesEdge, centredEdge, sub_zero]
    ring
  rw [h]
  constructor
  · intro h0
    have h1 : centredEdge f g d x / π = 0 := by linarith
    exact (div_eq_zero_iff.1 h1).resolve_right pi_ne_zero
  · intro h0
    rw [h0, zero_div, add_zero]

/-- The arctangent step flattens away from its centre: for `0 < a < b`, the ratio of
`arctan b` to `b` is smaller than that of `arctan a` to `a`, written without division. -/
theorem arctan_flattens {a b : ℝ} (ha : 0 < a) (hab : a < b) :
    a * arctan b < b * arctan a := by
  have hb : 0 < b := ha.trans hab
  -- scale both arguments by s and follow the difference from s = 0 to s = 1
  have hder : ∀ s : ℝ, HasDerivAt (fun s : ℝ => b * arctan (a * s) - a * arctan (b * s))
      (b * (1 / (1 + (a * s) ^ 2) * a) - a * (1 / (1 + (b * s) ^ 2) * b)) s := by
    intro s
    have h1 : HasDerivAt (fun s : ℝ => a * s) a s := by
      simpa using (hasDerivAt_id' s).const_mul a
    have h2 : HasDerivAt (fun s : ℝ => b * s) b s := by
      simpa using (hasDerivAt_id' s).const_mul b
    exact (h1.arctan.const_mul b).fun_sub (h2.arctan.const_mul a)
  have hmono : StrictMonoOn (fun s : ℝ => b * arctan (a * s) - a * arctan (b * s))
      (Set.Ici 0) := by
    apply strictMonoOn_of_deriv_pos (convex_Ici 0)
    · exact fun s _ => (hder s).continuousAt.continuousWithinAt
    · intro s hs
      rw [interior_Ici] at hs
      have hs0 : 0 < s := hs
      rw [(hder s).deriv]
      have h : 1 / (1 + (b * s) ^ 2) < 1 / (1 + (a * s) ^ 2) := by
        apply one_div_lt_one_div_of_lt (by positivity)
        have h1 : a * s < b * s := mul_lt_mul_of_pos_right hab hs0
        have h2 : 0 < a * s := mul_pos ha hs0
        nlinarith
      have h3 := mul_pos (mul_pos ha hb) (sub_pos.2 h)
      linear_combination h3
  have h := hmono (Set.mem_Ici.2 le_rfl) (Set.mem_Ici.2 zero_le_one) zero_lt_one
  simp only [mul_zero, mul_one, arctan_zero, sub_self] at h
  linarith

/-- With both species present and a positive width, the weighted sum of arctangents
increases strictly with photon energy. -/
theorem centredEdge_strictMono {f g : ℝ} (d : ℝ) (hg : 0 < g) (hf0 : 0 < f) (hf1 : f < 1) :
    StrictMono (centredEdge f g d) := by
  intro x y hxy
  have h1 : arctan (x / g) < arctan (y / g) :=
    arctan_strictMono (div_lt_div_of_pos_right hxy hg)
  have h2 : arctan ((x - d) / g) < arctan ((y - d) / g) :=
    arctan_strictMono (div_lt_div_of_pos_right (by linarith) hg)
  have h3 := mul_lt_mul_of_pos_left h1 hf0
  have h4 := mul_lt_mul_of_pos_left h2 (sub_pos.2 hf1)
  unfold centredEdge
  linarith

/-- Exchanging the two fractions and reflecting the energy axis about the midpoint of the
two edges reverses the sign of the weighted sum of arctangents. -/
theorem centredEdge_exchange (f g d x : ℝ) :
    centredEdge (1 - f) g d (d - x) = -centredEdge f g d x := by
  have h1 : (d - x) / g = -((x - d) / g) := by ring
  have h2 : (d - x - d) / g = -(x / g) := by ring
  unfold centredEdge
  rw [h1, h2, arctan_neg, arctan_neg]
  ring

/-- For positive width and edge separation and a majority fraction `1/2 < f < 1` at energy `0`, the
weighted sum of arctangents is already positive at the composition-weighted mean `(1 - f) d` of the
edge energies. -/
theorem centredEdge_mean_pos {f g d : ℝ} (hg : 0 < g) (hd : 0 < d)
    (hf : 1 / 2 < f) (hf1 : f < 1) : 0 < centredEdge f g d ((1 - f) * d) := by
  have hx : ((1 - f) * d - d) / g = -(f * d / g) := by ring
  have k := arctan_flattens (a := (1 - f) * d / g) (b := f * d / g)
    (div_pos (mul_pos (sub_pos.2 hf1) hd) hg)
    (div_lt_div_of_pos_right (mul_lt_mul_of_pos_right (by linarith) hd) hg)
  unfold centredEdge
  rw [hx, arctan_neg]
  apply (mul_pos_iff_of_pos_left (div_pos hd hg)).1
  linear_combination k

/-- For positive width and edge separation and a majority fraction `1/2 < f < 1` at energy `0`,
the mixed edge is at half height at exactly one energy, which lies strictly between `0` and
the composition-weighted mean `(1 - f) d`. -/
theorem half_height_unique {f g d : ℝ} (hg : 0 < g) (hd : 0 < d)
    (hf : 1 / 2 < f) (hf1 : f < 1) :
    ∃ x, 0 < x ∧ x < (1 - f) * d ∧ ∀ y, mixedEdge f g d y = 1 / 2 ↔ y = x := by
  have hcont : Continuous (centredEdge f g d) := by
    change Continuous (fun x : ℝ => f * arctan (x / g) + (1 - f) * arctan ((x - d) / g))
    exact (continuous_const.mul (continuous_arctan.comp (continuous_id.div_const g))).add
      (continuous_const.mul
        (continuous_arctan.comp ((continuous_id.sub continuous_const).div_const g)))
  -- at the majority edge only the minority term survives, and it is negative
  have hneg : centredEdge f g d 0 < 0 := by
    have h1 : arctan ((0 - d) / g) < arctan 0 :=
      arctan_strictMono (div_neg_of_neg_of_pos (by linarith) hg)
    rw [arctan_zero] at h1
    unfold centredEdge
    rw [zero_div, arctan_zero, mul_zero, zero_add]
    exact mul_neg_of_pos_of_neg (sub_pos.2 hf1) h1
  obtain ⟨x, hx, hx0⟩ := intermediate_value_Ioo (mul_pos (sub_pos.2 hf1) hd).le
    hcont.continuousOn ⟨hneg, centredEdge_mean_pos hg hd hf hf1⟩
  refine ⟨x, hx.1, hx.2, fun y => ?_⟩
  rw [mixedEdge_eq_half_iff, ← hx0]
  exact (centredEdge_strictMono d hg (by linarith) hf1).injective.eq_iff

/-- For positive width and edge separation and `0 < f < 1`, the fraction `x / d` interpolated
linearly from a half-height energy `x` is below the true fraction `1 - f` of the species with
the higher edge energy if and only if that species is the minority. -/
theorem interpolation_underestimates_iff {f g d x : ℝ} (hg : 0 < g) (hd : 0 < d)
    (hf0 : 0 < f) (hf1 : f < 1) (hx : mixedEdge f g d x = 1 / 2) :
    x / d < 1 - f ↔ 1 / 2 < f := by
  rw [mixedEdge_eq_half_iff] at hx
  rw [div_lt_iff₀ hd, ← (centredEdge_strictMono d hg hf0 hf1).lt_iff_lt, hx]
  refine ⟨fun h => ?_, fun h => centredEdge_mean_pos hg hd h hf1⟩
  by_contra hn
  -- exchange the species to treat f ≤ 1/2
  have hex := centredEdge_exchange f g d ((1 - f) * d)
  have he : d - (1 - f) * d = (1 - (1 - f)) * d := by ring
  rw [he] at hex
  rcases lt_or_eq_of_le (not_lt.1 hn) with hlt | heq
  · have hp := centredEdge_mean_pos (f := 1 - f) hg hd (by linarith) (by linarith)
    linarith
  · have h1 : 1 - f = f := by linarith
    rw [h1, h1] at hex
    rw [h1] at h
    linarith

/-- For positive width and `1/2 < f < 1`, every half-height energy lies below
`g tan(π (1 - f) / (2 f))`, a bound that does not contain the edge separation `d`. -/
theorem half_height_saturates {f g d x : ℝ} (hg : 0 < g) (hf : 1 / 2 < f) (hf1 : f < 1)
    (hx : mixedEdge f g d x = 1 / 2) : x < g * tan (π * (1 - f) / (2 * f)) := by
  rw [mixedEdge_eq_half_iff] at hx
  unfold centredEdge at hx
  have hf2 : 0 < 2 * f := by linarith
  -- the minority term can never fall below its value far beneath the edge
  have h1 : arctan (x / g) < π * (1 - f) / (2 * f) := by
    rw [lt_div_iff₀ hf2]
    have hB := neg_pi_div_two_lt_arctan ((x - d) / g)
    have hp : 0 < (1 - f) * (arctan ((x - d) / g) + π / 2) :=
      mul_pos (sub_pos.2 hf1) (by linarith)
    nlinarith
  have h2 : π * (1 - f) / (2 * f) < π / 2 := by
    rw [div_lt_div_iff₀ hf2 two_pos]
    have hp : 0 < π * (2 * f - 1) := mul_pos pi_pos (by linarith)
    nlinarith
  have h3 := tan_lt_tan_of_lt_of_lt_pi_div_two (neg_pi_div_two_lt_arctan (x / g)) h2 h1
  rw [tan_arctan, div_lt_iff₀ hg] at h3
  linarith

end

end MixedValenceEdge
```

```lean
#print axioms MixedValenceEdge.half_height_unique
#print axioms MixedValenceEdge.interpolation_underestimates_iff
#print axioms MixedValenceEdge.half_height_saturates
```

```
'MixedValenceEdge.half_height_unique' depends on axioms: [propext, Classical.choice, Quot.sound]
'MixedValenceEdge.interpolation_underestimates_iff' depends on axioms: [propext, Classical.choice, Quot.sound]
'MixedValenceEdge.half_height_saturates' depends on axioms: [propext, Classical.choice, Quot.sound]
```

## One half-height energy, below the mean edge energy

Energies are measured from the edge of the first species, which makes up a fraction $f$ of the absorbing atoms. The second species makes up the remaining fraction $1-f$ and has its edge at energy $d$. Both edges have the half-width $g$.

The theorem `half_height_unique` takes $g>0$, $d>0$ and $1/2<f<1$, so the species at energy $0$ is the majority. It states that there is an energy $x$ with $0<x<(1-f)d$ such that, for every real energy $y$, the mixed edge at $y$ equals $1/2$ if and only if $y=x$. The equivalence `∀ y, mixedEdge f g d y = 1 / 2 ↔ y = x` says both that $x$ is a half-height energy and that there is no other on the whole energy axis.

The upper limit $(1-f)d$ is the mean of the two edge energies weighted by composition. Linear interpolation would be exact if the half-height energy lay there. Since it lies lower, the interpolated fraction $x/d$ is smaller than $1-f$.

The theorem `interpolation_underestimates_iff` extends the comparison to every composition $0<f<1$. If $x$ is a half-height energy, then $x/d<1-f$ holds exactly when $f>1/2$. The fraction of the higher-energy species is therefore underestimated if and only if that species is the minority.

The theorem `half_height_saturates` gives a second upper limit for $1/2<f<1$:

$$x<g\tan\!\left(\frac{\pi(1-f)}{2f}\right).$$

The edge separation does not appear on the right, and the theorem puts no condition on $d$. For $f=3/4$ the limit is $g\tan(\pi/6)\approx 0.58\,g$. With $d=4g$, the interpolated minority fraction is then below $0.15$, while the true one is $0.25$. At fixed $g$ and fixed $f$ with $1/2<f<1$, the interpolated minority fraction tends to zero as the two edges move apart.

## Absorption steps and their weights

The definition `speciesEdge` is the normalised absorption of one species with edge energy $e$,

$$\mu_e(x)=\frac12+\frac1\pi\arctan\frac{x-e}{g}.$$

It rises from $0$ far below the edge to $1$ far above it and passes through $1/2$ at $x=e$. This is the shape of a sharp continuum onset convolved with a Lorentzian of half-width $g$ at half maximum. The parameter $g$ thus stands for core-hole lifetime broadening, together with any further broadening of Lorentzian form. The separation $d$ stands for the chemical shift of the edge between the two oxidation states.

The definition `mixedEdge` is the weighted sum $f\mu_0(x)+(1-f)\mu_d(x)$. It expresses that absorption is additive over absorbing atoms and that both species have the same step height per atom. The definition `centredEdge` keeps only the arctangents:

$$C_f(x)=f\arctan\frac{x}{g}+(1-f)\arctan\frac{x-d}{g}.$$

All quantities are real numbers in Lean, and the physical ranges enter as hypotheses of the theorems, such as `0 < g`.

The model has no white line, pre-edge peak or fine structure above the edge, and the edge position means the half-height energy, not the inflection point. The reference energies $0$ and $d$ are taken as known exactly. Within these limits, the result bears on simulation practice wherever a spectrum averaged over inequivalent sites is reduced to a single edge shift read at half height: for two site types with equal-width arctangent steps, that shift is not proportional to composition.

The common width matters for the direction of the bias. If the majority edge is made broad enough while the minority edge keeps its width, the term $f\arctan((1-f)d/g)$ in the calculation below becomes small, the sign at the mean energy reverses, and interpolation overestimates the minority.

## From half height to a zero of two arctangents

Since the weights add to one, the constant parts of the two steps add to $1/2$:

$$f\mu_0(x)+(1-f)\mu_d(x)=\frac12+\frac{C_f(x)}{\pi}.$$

The mixed edge is at half height exactly when $C_f(x)=0$. This is `mixedEdge_eq_half_iff`, where `ring` confirms the identity and the nonzero factor $\pi$ is then removed.

The function $C_f$ is strictly increasing when $g>0$ and $0<f<1$, because both arctangents increase with $x$ and both weights are positive. The lemma `centredEdge_strictMono` adds the two weighted inequalities. There can therefore be at most one zero, and its position relative to any given energy follows from the sign of $C_f$ at that energy.

## The sign at the mean energy

At $x=(1-f)d$ the distance to the upper edge is $x-d=-fd$, and the arctangent is odd, so

$$C_f((1-f)d)=f\arctan\frac{(1-f)d}{g}-(1-f)\arctan\frac{fd}{g}.$$

The majority term has the larger weight but the smaller argument. To decide which term wins, set $a=(1-f)d/g$ and $b=fd/g$. For $1/2<f<1$ these satisfy $0<a<b$, and

$$\frac{d}{g}\,C_f((1-f)d)=b\arctan a-a\arctan b.$$

The right-hand side is positive because the arctangent flattens away from its centre. To show this, define

$$h(s)=b\arctan(as)-a\arctan(bs),\qquad h(0)=0.$$

Its derivative is

$$h'(s)=ab\left(\frac{1}{1+a^2s^2}-\frac{1}{1+b^2s^2}\right),$$

which is positive for $s>0$ because $a<b$. Hence $h(1)>h(0)=0$, which is the required inequality.

The lemma `arctan_flattens` follows the same path. Its `hder` is the derivative of $h$, and `strictMonoOn_of_deriv_pos` turns the positive derivative for $s>0$ into strict growth on $s\ge 0$. Comparing $s=0$ with $s=1$ finishes the argument. The lemma `centredEdge_mean_pos` inserts the values of $a$ and $b$ and removes the positive factor $d/g$, which gives $C_f((1-f)d)>0$.

## Locating the zero

At the majority edge, $x=0$, the first arctangent vanishes and

$$C_f(0)=(1-f)\arctan\left(-\frac{d}{g}\right)<0.$$

The function is continuous, negative at $0$ and positive at $(1-f)d$, so it has a zero strictly between them. In `half_height_unique` this is the step with `intermediate_value_Ioo`, which works with open intervals and so delivers both strict inequalities. Strict monotonicity makes $C_f$ injective, and any half-height energy $y$ must therefore equal $x$.

## Exchanging the species

The compositions with $f\le 1/2$ are reached by symmetry. Exchanging the fractions and reflecting the energy axis about $d/2$ gives

$$C_{1-f}(d-x)=(1-f)\arctan\frac{d-x}{g}+f\arctan\frac{-x}{g}=-C_f(x),$$

which is `centredEdge_exchange`.

Now let $x$ be a half-height energy for some $0<f<1$. Since $d>0$, the condition $x/d<1-f$ means $x<(1-f)d$. Because $C_f$ is strictly increasing and $C_f(x)=0$, this is equivalent to $C_f((1-f)d)>0$. There are three cases.

- For $f>1/2$, the value is positive by the calculation above.
- For $f<1/2$, the exchange rule gives $C_f((1-f)d)=-C_{1-f}(fd)$. The energy $fd$ is the weighted mean for the exchanged composition, whose majority fraction is $1-f>1/2$, so $C_{1-f}(fd)>0$ and the value is negative.
- For $f=1/2$, the exchange rule says that $C_{1/2}(d/2)$ equals its own negative, so it is zero.

The condition thus holds exactly for $f>1/2$. In `interpolation_underestimates_iff`, the rewriting with `lt_iff_lt` replaces the comparison of energies by the sign of $C_f$. The first case is `centredEdge_mean_pos` directly, and the other two are excluded by contradiction after `by_contra`.

The same symmetry settles a minority species at the lower energy. Its interpolated fraction is $1-x/d=(d-x)/d$, and $d-x$ is a half-height energy of the exchanged mixture, so this fraction too comes out smaller than the true value $f$.

## A limit set by the width

At a half-height energy the two terms of $C_f$ cancel. Since an arctangent is always greater than $-\pi/2$,

$$f\arctan\frac{x}{g}=-(1-f)\arctan\frac{x-d}{g}<(1-f)\frac{\pi}{2}.$$

Dividing by $f$ gives

$$\arctan\frac{x}{g}<\frac{\pi(1-f)}{2f}.$$

For $f>1/2$ the right-hand side is below $\pi/2$, so both sides lie on the branch where the tangent is increasing. Taking the tangent and multiplying by $g$ yields the bound of `half_height_saturates`. In its proof, `h1` is the inequality for the arctangent, `h2` places the right-hand side below $\pi/2$, and `h3` applies the tangent.

Physically, the minority step can lower the centred edge by at most $(1-f)\pi/2$, however far away it lies. The majority step makes up for that amount within an energy fixed by $g$ and $f$ alone.
